# The finite-difference curvature of the lowest k·p band diverges when the compression of P to the lowest eigenspace is not scalar

To extract an effective mass from computed bands, one often sorts the eigenvalues by energy at k = −h, 0 and h and takes a central second difference, which estimates ħ²/m*. In a finite-band k·p model with one real parameter k, this estimate has no finite limit for the lowest band if the matrix of P, the operator that multiplies k in the Hamiltonian, between orthonormal degenerate lowest states at k = 0 is anything but a multiple of the identity. The estimate then tends to −∞ as h → 0.

## The band and its second difference

Let V be a complex inner product space, with ⟨·,·⟩ linear in the second slot. Hermitian matrices on ℂⁿ are the standard case of the symmetric operators H₀ and P used below.

In Lean 4 with Mathlib:

```lean
import Mathlib

open Filter Topology
open scoped InnerProductSpace

noncomputable section

namespace BandEdgeKink

variable {V : Type*} [NormedAddCommGroup V] [InnerProductSpace ℂ V]
```

Write E₀(T) for the infimum of the real eigenvalues of T.

```lean
/-- The ground energy: the infimum of the real eigenvalues of an operator. -/
def groundEnergy (T : V →ₗ[ℂ] V) : ℝ :=
  sInf {e : ℝ | Module.End.HasEigenvalue T (e : ℂ)}
```

H₀ is the Hamiltonian at k = 0. For a local potential without spin–orbit coupling, P has the matrix elements of ħ/m₀ times the momentum component along the chosen k direction, where m₀ is the free-electron mass. The lowest band is E(k) = E₀(H₀ + kP), so E(0) = E₀(H₀).

```lean
/-- The lowest energy-sorted band of the k.p Hamiltonian `H₀ + k P`. -/
def band (H₀ P : V →ₗ[ℂ] V) (k : ℝ) : ℝ := groundEnergy (H₀ + (k : ℂ) • P)
```

W, called `bandEdge` in the code, is the eigenspace of H₀ at E(0). The name does not imply that the band has an extremum there.

```lean
/-- The eigenspace of `H₀` at its ground energy. -/
def bandEdge (H₀ : V →ₗ[ℂ] V) : Submodule ℂ V :=
  Module.End.eigenspace H₀ (groundEnergy H₀ : ℂ)
```

The compression of P to W is scalar if a single number c gives ⟨u,Pw⟩ = c⟨u,w⟩ for all u, w in W.

```lean
/-- The compression of `P` to `W` is scalar: its matrix elements within `W` are those of
a multiple of the identity. -/
def ScalarOn (W : Submodule ℂ V) (P : V →ₗ[ℂ] V) : Prop :=
  ∃ c : ℂ, ∀ u ∈ W, ∀ w ∈ W, ⟪u, P w⟫_ℂ = c * ⟪u, w⟫_ℂ
```

The finite-difference curvature is D(h) = (E(h) + E(−h) − 2E(0))/h².

```lean
/-- The central finite-difference curvature of a band at `k = 0`, for a step `h ≠ 0`. -/
def secondDifference (E : ℝ → ℝ) (h : ℝ) : ℝ := (E h + E (-h) - 2 * E 0) / h ^ 2
```

## (a) Symmetry at every k

Show that for real k and all x, y,

⟨(H₀ + kP)x, y⟩ = ⟨x, (H₀ + kP)y⟩.

**Solution.** The left side is ⟨H₀x,y⟩ + k*⟨Px,y⟩. Since k* = k, symmetry of H₀ and P turns it into ⟨x,H₀y⟩ + k⟨x,Py⟩. The `simp only` call makes the same expansion.

```lean
/-- For symmetric `H₀` and `P` and real `k`, the k.p Hamiltonian is symmetric. -/
theorem kp_isSymmetric {H₀ P : V →ₗ[ℂ] V} (hH : H₀.IsSymmetric) (hP : P.IsSymmetric)
    (k : ℝ) : (H₀ + (k : ℂ) • P).IsSymmetric := by
  intro x y
  simp only [LinearMap.add_apply, LinearMap.smul_apply, inner_add_left, inner_add_right,
    inner_smul_left, inner_smul_right, Complex.conj_ofReal, hH x y, hP x y]
```

## (b) Two states with different mean values

For x ≠ 0 let m(x) = Re⟨x,Px⟩/‖x‖². If the compression of P to a subspace W is not scalar, find nonzero u, w in W with

m(u) < m(w).

**Solution.** Suppose instead that all these means equal one real c (take c = 0 if W = {0}). Because P is symmetric, ⟨x,Px⟩ is real, so q(x) = ⟨Px,x⟩ = c⟨x,x⟩ on W. Polarization gives

4⟨Pu,w⟩ = q(w+u) − q(w−u) + i q(w+iu) − i q(w−iu).

All four vectors lie in W. Comparing with the same identity for the identity operator gives ⟨u,Pw⟩ = ⟨Pu,w⟩ = c⟨u,w⟩, a contradiction.

Mathlib's `inner_map_polarization` supplies this formula for any linear map. The code uses it twice, for `P` and for `LinearMap.id`; after `hq` has replaced each diagonal term, `ring` finishes. This is how information about mean values becomes information about off-diagonal matrix elements, without choosing a basis of W.

```lean
/-- If the compression of a symmetric `P` to `W` is not scalar, two nonzero states of `W`
have different mean values of `P`. -/
theorem exists_mean_lt {P : V →ₗ[ℂ] V} (hP : P.IsSymmetric) {W : Submodule ℂ V}
    (hns : ¬ ScalarOn W P) : ∃ u ∈ W, ∃ w ∈ W, u ≠ 0 ∧ w ≠ 0 ∧
      (⟪u, P u⟫_ℂ).re / ‖u‖ ^ 2 < (⟪w, P w⟫_ℂ).re / ‖w‖ ^ 2 := by
  by_contra! hcon
  have key : ∃ c : ℝ, ∀ x ∈ W, (⟪x, P x⟫_ℂ).re = c * ‖x‖ ^ 2 := by
    by_cases hW : ∃ u ∈ W, u ≠ 0
    · obtain ⟨u, hu, hu0⟩ := hW
      refine ⟨(⟪u, P u⟫_ℂ).re / ‖u‖ ^ 2, fun x hx => ?_⟩
      rcases eq_or_ne x 0 with rfl | hx0
      · simp
      rw [← le_antisymm (hcon u hu x hx hu0 hx0) (hcon x hx u hu hx0 hu0),
        div_mul_cancel₀ _ (pow_ne_zero 2 (norm_ne_zero_iff.mpr hx0))]
    · push Not at hW
      exact ⟨0, fun x hx => by simp [hW x hx]⟩
  obtain ⟨c, hc⟩ := key
  have hq : ∀ x ∈ W, ⟪P x, x⟫_ℂ = c * ⟪x, x⟫_ℂ := by
    intro x hx
    have rn : (⟪x, x⟫_ℂ).re = ‖x‖ ^ 2 := inner_self_eq_norm_sq (𝕜 := ℂ) x
    have im0 : (⟪x, x⟫_ℂ).im = 0 := inner_self_im (𝕜 := ℂ) x
    have h := inner_conj_symm (𝕜 := ℂ) (P x) x
    rw [← hP x x] at h
    apply Complex.ext
    · rw [Complex.re_ofReal_mul, rn, hP x x, hc x hx]
    · rw [Complex.im_ofReal_mul, im0, mul_zero, Complex.conj_eq_iff_im.mp h]
  -- polarization recovers all matrix elements from the mean values
  refine hns ⟨c, fun u hu w hw => ?_⟩
  have h2 := inner_map_polarization (LinearMap.id : V →ₗ[ℂ] V) w u
  simp only [LinearMap.id_apply] at h2
  have hI := W.smul_mem Complex.I hu
  rw [← hP u w, inner_map_polarization P w u, h2, hq _ (W.add_mem hw hu),
    hq _ (W.sub_mem hw hu), hq _ (W.add_mem hw hI), hq _ (W.sub_mem hw hI)]
  ring
```

## (c) The variational bound

From here on, V is finite-dimensional and nonzero. Show that E₀(T) is the least eigenvalue of a symmetric T, and that for every x

E₀(T)‖x‖² ≤ Re⟨x,Tx⟩.

**Solution.** Take an orthonormal eigenbasis eᵢ with eigenvalues λᵢ, and let λⱼ be the smallest. Then

⟨x,Tx⟩ = Σᵢ λᵢ|⟨eᵢ,x⟩|² ≥ λⱼ‖x‖².

If Tx = ex with x ≠ 0, this reads e‖x‖² ≥ λⱼ‖x‖², so e ≥ λⱼ. Hence λⱼ is the least eigenvalue and equals E₀(T). In the code, `hv` is the bound and `hl` the minimality.

```lean
variable [FiniteDimensional ℂ V] [Nontrivial V]

/-- On a nonzero finite-dimensional space, the ground energy of a symmetric operator is its
least eigenvalue and bounds the energy expectation of every state from below. -/
theorem groundEnergy_variational {T : V →ₗ[ℂ] V} (hT : T.IsSymmetric) :
    IsLeast {e : ℝ | Module.End.HasEigenvalue T (e : ℂ)} (groundEnergy T) ∧
      ∀ x, groundEnergy T * ‖x‖ ^ 2 ≤ (⟪x, T x⟫_ℂ).re := by
  have hb := hT.hasEigenvector_eigenvectorBasis rfl
  have : Nonempty (Fin (Module.finrank ℂ V)) := Fin.pos_iff_nonempty.mp Module.finrank_pos
  obtain ⟨j, hj⟩ := Finite.exists_min (hT.eigenvalues rfl)
  -- expand the expectation in the eigenbasis
  have hv : ∀ x, hT.eigenvalues rfl j * ‖x‖ ^ 2 ≤ (⟪x, T x⟫_ℂ).re := by
    intro x
    rw [← (hT.eigenvectorBasis rfl).sum_sq_norm_inner_right x,
      ← (hT.eigenvectorBasis rfl).sum_inner_mul_inner x (T x), Complex.re_sum, Finset.mul_sum]
    refine Finset.sum_le_sum fun i _ =>
      (mul_le_mul_of_nonneg_right (hj i) (sq_nonneg _)).trans_eq (Eq.symm ?_)
    have h : T (hT.eigenvectorBasis rfl i) =
        ((hT.eigenvalues rfl i : ℝ) : ℂ) • hT.eigenvectorBasis rfl i := (hb i).apply_eq_smul
    rw [← hT _ x, h, inner_smul_left, ← inner_conj_symm x, Complex.sq_norm,
      Complex.normSq_apply, Complex.conj_ofReal]
    generalize ⟪hT.eigenvectorBasis rfl i, x⟫_ℂ = z
    simp only [Complex.mul_re, Complex.mul_im, Complex.conj_re, Complex.conj_im,
      Complex.ofReal_re, Complex.ofReal_im]
    ring
  have hl : IsLeast {e : ℝ | Module.End.HasEigenvalue T (e : ℂ)} (hT.eigenvalues rfl j) := by
    refine ⟨Module.End.hasEigenvalue_of_hasEigenvector (hb j), fun e he => ?_⟩
    obtain ⟨x, hx⟩ := Module.End.HasEigenvalue.exists_hasEigenvector he
    have rn : (⟪x, x⟫_ℂ).re = ‖x‖ ^ 2 := inner_self_eq_norm_sq (𝕜 := ℂ) x
    have h := hv x
    rw [hx.apply_eq_smul, inner_smul_right, Complex.re_ofReal_mul, rn] at h
    exact le_of_mul_le_mul_right h (pow_pos (norm_pos_iff.mpr hx.2) 2)
  have hE : groundEnergy T = hT.eigenvalues rfl j := hl.csInf_eq
  rw [hE]
  exact ⟨hl, hv⟩
```

## (d) A straight line above the band

For nonzero x in W, show that

E(k) ≤ E(0) + k m(x).

**Solution.** Use x as a trial state in (c), with T = H₀ + kP. Since H₀x = E(0)x,

E(k)‖x‖² ≤ E(0)‖x‖² + k Re⟨x,Px⟩.

Divide by ‖x‖².

```lean
variable {H₀ P : V →ₗ[ℂ] V}

/-- In finite dimension, for symmetric `H₀` and `P`, each nonzero band-edge state bounds the lowest
band from above by a straight line whose slope is its mean value of `P`. -/
theorem band_le (hH : H₀.IsSymmetric) (hP : P.IsSymmetric) {x : V} (hx : x ∈ bandEdge H₀)
    (hx0 : x ≠ 0) (k : ℝ) :
    band H₀ P k ≤ groundEnergy H₀ + k * ((⟪x, P x⟫_ℂ).re / ‖x‖ ^ 2) := by
  have rn : (⟪x, x⟫_ℂ).re = ‖x‖ ^ 2 := inner_self_eq_norm_sq (𝕜 := ℂ) x
  have hn : 0 < ‖x‖ ^ 2 := pow_pos (norm_pos_iff.mpr hx0) 2
  have h := (groundEnergy_variational (kp_isSymmetric hH hP k)).2 x
  rw [LinearMap.add_apply, LinearMap.smul_apply, Module.End.mem_eigenspace_iff.mp hx,
    inner_add_right, inner_smul_right, inner_smul_right, Complex.add_re,
    Complex.re_ofReal_mul, Complex.re_ofReal_mul, rn] at h
  refine le_of_mul_le_mul_right (h.trans_eq ?_) hn
  rw [add_mul, mul_assoc k, div_mul_cancel₀ _ hn.ne']
```

## (e) A bound at finite step

If the compression of P to W is not scalar, find δ > 0 such that for all h ≠ 0

D(h) ≤ −δ/|h|.

**Solution.** Take u, w from (b), with a = m(u) < b = m(w). For h > 0, use u at h and w at −h:

E(h) + E(−h) ≤ 2E(0) + ha − hb = 2E(0) − (b − a)|h|.

For h < 0, exchange u and w; the right-hand side is again 2E(0) − (b − a)|h|. Dividing by h² gives δ = b − a. The two cases are the two `linarith` calls.

```lean
/-- In finite dimension, for symmetric `H₀` and `P` with non-scalar compression of `P` to the band
edge, the finite-difference curvature is at most a negative constant over the step size. -/
theorem secondDifference_le (hH : H₀.IsSymmetric) (hP : P.IsSymmetric)
    (hns : ¬ ScalarOn (bandEdge H₀) P) :
    ∃ δ > 0, ∀ h ≠ 0, secondDifference (band H₀ P) h ≤ -δ / |h| := by
  obtain ⟨u, hu, w, hw, hu0, hw0, hlt⟩ := exists_mean_lt hP hns
  refine ⟨_, sub_pos.mpr hlt, fun h hh => ?_⟩
  have h0 : band H₀ P 0 = groundEnergy H₀ := by simp [band]
  have e : ∀ d : ℝ, -d / |h| * h ^ 2 = -d * |h| := fun d => by
    rw [← sq_abs h, sq, ← mul_assoc, div_mul_cancel₀ _ (abs_ne_zero.mpr hh)]
  have hu' := band_le hH hP hu hu0
  have hw' := band_le hH hP hw hw0
  rw [secondDifference, div_le_iff₀ (by positivity), h0, e]
  -- the two trial states are exchanged when `h` changes sign
  rcases lt_or_gt_of_ne hh with hneg | hpos
  · rw [abs_of_neg hneg]
    linarith [hw' h, hu' (-h)]
  · rw [abs_of_pos hpos]
    linarith [hu' h, hw' (-h)]
```

## (f) The limit of small steps

Under the same hypothesis, show that

D(h) → −∞ as h → 0, h ≠ 0.

**Solution.** Given any real B, let 0 < |h| < δ/(|B| + 1). Then D(h) ≤ −δ/|h| < −(|B| + 1) < B. In the statement, `𝓝[≠] 0` expresses h → 0 with h ≠ 0, and `atBot` is −∞.

The model has no free-electron term γk², where γ = ħ²/(2m₀). Adding one would shift D(h) by the constant 2γ and leave the divergence in place.

```lean
/-- In finite dimension, for symmetric `H₀` and `P` with non-scalar compression of `P` to the lowest
eigenspace of `H₀`, the finite-difference curvature of the lowest band at `k = 0` tends to minus
infinity as the step tends to zero. -/
theorem secondDifference_tendsto_atBot (hH : H₀.IsSymmetric) (hP : P.IsSymmetric)
    (hns : ¬ ScalarOn (bandEdge H₀) P) :
    Tendsto (secondDifference (band H₀ P)) (𝓝[≠] 0) atBot := by
  obtain ⟨δ, hδ, hk⟩ := secondDifference_le hH hP hns
  refine tendsto_atBot.2 fun b => ?_
  have hr : 0 < δ / (|b| + 1) := by positivity
  filter_upwards [self_mem_nhdsWithin,
    nhdsWithin_le_nhds (Metric.ball_mem_nhds (0 : ℝ) hr)] with h hh hball
  rw [Metric.mem_ball, dist_zero_right, Real.norm_eq_abs,
    lt_div_iff₀ (by positivity)] at hball
  refine (hk h hh).trans ?_
  rw [div_le_iff₀ (abs_pos.mpr hh)]
  linarith [mul_le_mul_of_nonneg_right (neg_abs_le b) (abs_nonneg h), abs_nonneg h]
```

## (g) The smallest crossing

On ℂ² take H₀ = 0 and P = diag(1, −1), written `slopes ![1, -1]`.

```lean
/-- The diagonal operator on two states with real entries `d`. -/
def slopes (d : Fin 2 → ℝ) : EuclideanSpace ℂ (Fin 2) →ₗ[ℂ] EuclideanSpace ℂ (Fin 2) where
  toFun x := WithLp.toLp 2 fun i => (d i : ℂ) * x i
  map_add' x y := by ext i; simp [mul_add]
  map_smul' c x := by ext i; simp [mul_left_comm]
```

Show that both are symmetric and that the compression of P to W is not scalar, using the basis states e₀, e₁ and

⟨e₀,Pe₀⟩ = 1, ⟨e₁,Pe₁⟩ = −1.

**Solution.** Real diagonal matrices are symmetric. The only eigenvalue of H₀ is 0, so W is all of ℂ². A scalar c would have to equal both 1 and −1.

No smaller space will do, since every compression is scalar in one dimension. Here E(k) = −|k| and D(h) = −2/|h|, which attains the bound in (e) with b − a = 2. Following each state through the crossing, instead of sorting by energy, gives two straight lines of zero curvature.

```lean
/-- `H₀ = 0` and the diagonal `P` with entries `1` and `-1` are both symmetric, and the compression
of `P` to the band edge is not scalar. -/
theorem crossing_witness : (0 : Module.End ℂ (EuclideanSpace ℂ (Fin 2))).IsSymmetric ∧
    (slopes ![1, -1]).IsSymmetric ∧ ¬ ScalarOn (bandEdge 0) (slopes ![1, -1]) := by
  have hz : (0 : EuclideanSpace ℂ (Fin 2) →ₗ[ℂ] EuclideanSpace ℂ (Fin 2)).IsSymmetric :=
    fun x y => by simp
  refine ⟨hz, fun x y => ?_, ?_⟩
  · simp only [slopes, LinearMap.coe_mk, AddHom.coe_mk, PiLp.inner_apply]
    refine Finset.sum_congr rfl fun i _ => ?_
    simp only [RCLike.inner_apply, map_mul, Complex.conj_ofReal]
    ring
  rintro ⟨c, hc⟩
  -- every state lies at the band edge of `H₀ = 0`
  obtain ⟨x, hx⟩ := Module.End.HasEigenvalue.exists_hasEigenvector
    (groundEnergy_variational hz).1.1
  have hE := (smul_eq_zero.mp (hx.apply_eq_smul.symm.trans
    (LinearMap.zero_apply x))).resolve_right hx.2
  have hm : ∀ y : EuclideanSpace ℂ (Fin 2), y ∈ bandEdge 0 := fun y =>
    Module.End.mem_eigenspace_iff.mpr (by rw [hE, zero_smul, LinearMap.zero_apply])
  have a := hc (EuclideanSpace.single 0 1) (hm _) (EuclideanSpace.single 0 1) (hm _)
  have b := hc (EuclideanSpace.single 1 1) (hm _) (EuclideanSpace.single 1 1) (hm _)
  simp [slopes, PiLp.inner_apply] at a b
  have h2 : (2 : ℂ) = 0 := by linear_combination a - b
  norm_num at h2

end BandEdgeKink
```

```lean
#print axioms BandEdgeKink.secondDifference_tendsto_atBot
```

```
'BandEdgeKink.secondDifference_tendsto_atBot' depends on axioms: [propext, Classical.choice, Quot.sound]
```
